# Equispaced averages over a period: geometric error for (1 − r²)/(1 − 2r cos x + r²) with |r| < 1, error of order 1/N² for |sin(x/2)|

A grid that is ample for a smooth periodic integrand can be much too coarse for one with a kink. With 20 equally spaced points, the average of (1 − r²)/(1 − 2r cos x + r²) at r = 1/2 is wrong by about 2 × 10⁻⁶, and that of |sin(x/2)| by about 1.3 × 10⁻³. The exact errors of these two functions are derived below.

Brillouin-zone sums are averages of this kind, and the two functions are one-dimensional models of a smooth and a non-smooth integrand. The second is also the phonon dispersion, in units of its maximum, of a harmonic chain with one atom per cell and nearest-neighbour springs. Its grid error is then the finite-size error of the zero-point energy per atom in a ring of N atoms, in units of ħω_max/2.

```lean
import Mathlib

open Real Filter Topology

namespace PeriodicGridError

noncomputable section
```

## Two averages and two integrands

For a real function f and N points, the grid average is

A_N[f] = (1/N) Σ_j f(2πj/N), j = 0, …, N − 1.

In Lean this is `gridAverage f N`. The grid always contains x = 0.

```lean
/-- Average of `f` over the `N` equally spaced grid points `2πj/N`. -/
def gridAverage (f : ℝ → ℝ) (N : ℕ) : ℝ :=
  (∑ j ∈ Finset.range N, f (2 * π * j / N)) / N
```

The quantity it approximates is the mean over one period,

M[f] = (1/2π) ∫₀^{2π} f(x) dx.

```lean
/-- Exact mean of `f` over the period cell `[0, 2π]`. -/
def cellMean (f : ℝ → ℝ) : ℝ := (∫ x in (0 : ℝ)..(2 * π), f x) / (2 * π)
```

The smooth integrand depends on a real parameter r, taken with |r| < 1 throughout; the closer |r| is to 1, the sharper its peak.

```lean
/-- The analytic periodic kernel `(1 - r²)/(1 - 2r cos x + r²)`. -/
def smoothKernel (r x : ℝ) : ℝ := (1 - r ^ 2) / (1 - 2 * r * cos x + r ^ 2)
```

The other integrand has a kink at x = 0, which is a grid point.

```lean
/-- The function `|sin (x/2)|`. -/
def kink (x : ℝ) : ℝ := |sin (x / 2)|
```

## The smooth kernel on the grid

Write D = 1 − 2r cos x + r². For |r| < 1 we have 1 − r cos x ≥ 1 − |r| > 0, and therefore

D = (1 − r cos x)² + (r sin x)² > 0.

```lean
/-- For `|r| < 1` both `1 - r cos x` and the denominator of the kernel are positive. -/
lemma denom_pos {r : ℝ} (hr : |r| < 1) (x : ℝ) :
    0 < 1 - r * cos x ∧ 0 < 1 - 2 * r * cos x + r ^ 2 := by
  have h1 : |r * cos x| ≤ |r| := by
    rw [abs_mul]
    exact mul_le_of_le_one_right (abs_nonneg r) (abs_cos_le_one x)
  have h2 : 0 < 1 - r * cos x := by linarith [le_abs_self (r * cos x)]
  refine ⟨h2, ?_⟩
  have h3 : 1 - 2 * r * cos x + r ^ 2 = (1 - r * cos x) ^ 2 + (r * sin x) ^ 2 := by
    linear_combination (-r ^ 2) * sin_sq_add_cos_sq x
  rw [h3]
  positivity
```

Let ζ be a primitive N-th root of unity and z a complex number with z^N ≠ 1. Since (zζ^j)^N = z^N, the finite geometric series gives

1/(1 − zζ^j) = (1/(1 − z^N)) Σ_k z^k ζ^{jk}, k = 0, …, N − 1.

Now sum over j. For k = 0 the sum of ζ^{jk} is N. For 0 < k < N it vanishes, because (1 − ζ^k) Σ_j ζ^{jk} = 1 − ζ^{kN} = 0 while ζ^k ≠ 1. Hence

Σ_j 1/(1 − zζ^j) = N/(1 − z^N).

In the proof, `hterm` is the geometric series, `Finset.sum_comm` exchanges the sums, and `Finset.sum_eq_single 0` keeps k = 0.

```lean
/-- The sum of `1/(1 - z ζ^j)` over the `N`-th roots of unity is `N/(1 - z^N)`. -/
theorem sum_resolvent {N : ℕ} (hN : 0 < N) {ζ z : ℂ} (hζ : IsPrimitiveRoot ζ N)
    (hz : z ^ N ≠ 1) :
    ∑ j ∈ Finset.range N, (1 - z * ζ ^ j)⁻¹ = N / (1 - z ^ N) := by
  have h1 : 1 - z ^ N ≠ 0 := sub_ne_zero.2 (Ne.symm hz)
  -- each term is a finite geometric series
  have hterm : ∀ j ∈ Finset.range N, (1 - z * ζ ^ j)⁻¹
      = (∑ k ∈ Finset.range N, (z * ζ ^ j) ^ k) / (1 - z ^ N) := by
    intro j _
    have hg := mul_neg_geom_sum (z * ζ ^ j) N
    have hp : (z * ζ ^ j) ^ N = z ^ N := by
      rw [mul_pow, ← pow_mul, mul_comm j N, pow_mul, hζ.pow_eq_one, one_pow, mul_one]
    rw [hp] at hg
    have hw : 1 - z * ζ ^ j ≠ 0 := by
      intro h
      rw [h, zero_mul] at hg
      exact h1 hg.symm
    rw [eq_div_iff h1, ← hg, ← mul_assoc, inv_mul_cancel₀ hw, one_mul]
  rw [Finset.sum_congr rfl hterm, ← Finset.sum_div, Finset.sum_comm]
  congr 1
  -- only the constant harmonic survives the sum over the grid
  rw [Finset.sum_eq_single 0]
  · simp
  · intro k hk hk0
    have hne : 1 - ζ ^ k ≠ 0 := by
      intro h
      have hd := (hζ.pow_eq_one_iff_dvd k).1 (sub_eq_zero.1 h).symm
      have := Nat.le_of_dvd (Nat.pos_of_ne_zero hk0) hd
      have := Finset.mem_range.1 hk
      omega
    have hg := mul_neg_geom_sum (ζ ^ k) N
    rw [← pow_mul, mul_comm k N, pow_mul, hζ.pow_eq_one, one_pow, sub_self] at hg
    have hs := (mul_eq_zero.1 hg).resolve_left hne
    calc ∑ j ∈ Finset.range N, (z * ζ ^ j) ^ k
        = ∑ j ∈ Finset.range N, z ^ k * (ζ ^ k) ^ j := by
          refine Finset.sum_congr rfl fun j _ => ?_
          rw [mul_pow, ← pow_mul, ← pow_mul, mul_comm j k]
      _ = 0 := by rw [← Finset.mul_sum, hs, mul_zero]
  · intro h
    exact absurd (Finset.mem_range.2 hN) h
```

The kernel is twice the real part of such a term, minus 1. From 1/(1 − re^{ix}) = (1 − r cos x + i r sin x)/D,

2 Re 1/(1 − re^{ix}) − 1 = (2 − 2r cos x − D)/D = (1 − r²)/D.

```lean
/-- The kernel is `2 Re 1/(1 - r e^{ix}) - 1`. -/
lemma smoothKernel_eq_re {r : ℝ} (hr : |r| < 1) (x : ℝ) :
    smoothKernel r x = 2 * ((1 - (r : ℂ) * Complex.exp (x * Complex.I))⁻¹).re - 1 := by
  have hD := (denom_pos hr x).2.ne'
  have hre : (1 - (r : ℂ) * Complex.exp (x * Complex.I)).re = 1 - r * cos x := by
    simp [Complex.exp_ofReal_mul_I_re]
  have him : (1 - (r : ℂ) * Complex.exp (x * Complex.I)).im = -(r * sin x) := by
    simp [Complex.exp_ofReal_mul_I_im]
  have hn : (1 - r * cos x) * (1 - r * cos x) + -(r * sin x) * -(r * sin x)
      = 1 - 2 * r * cos x + r ^ 2 := by
    linear_combination r ^ 2 * sin_sq_add_cos_sq x
  rw [Complex.inv_re, Complex.normSq_apply, hre, him, hn, smoothKernel, div_eq_iff hD,
    sub_mul, mul_assoc, div_mul_cancel₀ _ hD]
  ring
```

Setting z = r and ζ = e^{2πi/N} gives

A_N = (1/N)(2N/(1 − r^N) − N) = 1 + 2r^N/(1 − r^N).

```lean
/-- The `N`-point average of the analytic kernel is `1 + 2r^N/(1 - r^N)`. -/
theorem gridAverage_smoothKernel {r : ℝ} (hr : |r| < 1) {N : ℕ} (hN : 0 < N) :
    gridAverage (smoothKernel r) N = 1 + 2 * r ^ N / (1 - r ^ N) := by
  have hlt : r ^ N < 1 := by
    have h := pow_lt_one₀ (abs_nonneg r) hr hN.ne'
    rw [← abs_pow] at h
    exact (le_abs_self _).trans_lt h
  have hq : 1 - r ^ N ≠ 0 := by linarith
  have hN' : (N : ℝ) ≠ 0 := by exact_mod_cast hN.ne'
  have hz : (r : ℂ) ^ N ≠ 1 := by
    intro h
    have : r ^ N = 1 := by exact_mod_cast h
    linarith
  have hs := sum_resolvent hN (Complex.isPrimitiveRoot_exp N hN.ne') hz
  have hc : (N : ℂ) / (1 - (r : ℂ) ^ N) = ((N / (1 - r ^ N) : ℝ) : ℂ) := by simp
  have hre := congrArg Complex.re hs
  rw [Complex.re_sum, hc, Complex.ofReal_re] at hre
  have hterm : ∀ j ∈ Finset.range N, smoothKernel r (2 * π * j / N)
      = 2 * ((1 - (r : ℂ) * Complex.exp (2 * π * Complex.I / N) ^ j)⁻¹).re - 1 := by
    intro j _
    have he : Complex.exp (((2 * π * j / N : ℝ) : ℂ) * Complex.I)
        = Complex.exp (2 * π * Complex.I / N) ^ j := by
      rw [← Complex.exp_nat_mul]
      congr 1
      push_cast
      ring
    rw [smoothKernel_eq_re hr, he]
  rw [gridAverage, Finset.sum_congr rfl hterm, Finset.sum_sub_distrib, ← Finset.mul_sum, hre]
  simp only [Finset.sum_const, Finset.card_range, nsmul_eq_mul, mul_one]
  field_simp
  ring
```

## The exact means

For |r| < 1 put u = r sin x/(1 − r cos x), whose denominator never vanishes. Then

u′ = (r cos x − r²)/(1 − r cos x)²,

1 + u² = D/(1 − r cos x)²,

so that

(x + 2 arctan u)′ = 1 + 2(r cos x − r²)/D = (1 − r²)/D.

Since u vanishes at 0 and at 2π, the integral is 2π and the mean is 1. In Lean, `hF` is this derivative and `hc` the continuity that makes the kernel integrable.

```lean
/-- The exact mean of the analytic kernel over a period is `1`. -/
theorem cellMean_smoothKernel {r : ℝ} (hr : |r| < 1) : cellMean (smoothKernel r) = 1 := by
  have hF : ∀ x : ℝ, HasDerivAt
      (fun y => y + 2 * arctan (r * sin y / (1 - r * cos y))) (smoothKernel r x) x := by
    intro x
    obtain ⟨he, hD⟩ := denom_pos hr x
    have hu : HasDerivAt (fun y => r * sin y / (1 - r * cos y))
        ((r * cos x - r ^ 2) / (1 - r * cos x) ^ 2) x := by
      refine (((hasDerivAt_sin x).const_mul r).fun_div
        (((hasDerivAt_cos x).const_mul r).const_sub 1) he.ne').congr_deriv ?_
      congr 1
      linear_combination (-r ^ 2) * sin_sq_add_cos_sq x
    have key : 1 + (r * sin x / (1 - r * cos x)) ^ 2
        = (1 - 2 * r * cos x + r ^ 2) / (1 - r * cos x) ^ 2 := by
      have h2 := pow_ne_zero 2 he.ne'
      rw [eq_div_iff h2, add_mul, div_pow, div_mul_cancel₀ _ h2]
      linear_combination r ^ 2 * sin_sq_add_cos_sq x
    have alg : ∀ D e n : ℝ, D ≠ 0 → e ≠ 0 →
        1 + 2 * (1 / (D / e ^ 2) * (n / e ^ 2)) = (D + 2 * n) / D := by
      intro D e n hD he
      field_simp
    refine ((hasDerivAt_id' x).fun_add (hu.arctan.const_mul 2)).congr_deriv ?_
    rw [key, alg _ _ _ hD.ne' he.ne', smoothKernel]
    congr 1
    ring
  have hc : Continuous (fun x => smoothKernel r x) := by
    unfold smoothKernel
    exact Continuous.div (by fun_prop) (by fun_prop) (fun x => (denom_pos hr x).2.ne')
  rw [cellMean, intervalIntegral.integral_eq_sub_of_hasDerivAt (fun x _ => hF x)
    (hc.intervalIntegrable _ _)]
  simp [Real.pi_ne_zero]
```

On [0, 2π] sin(x/2) is non-negative, so the absolute value can be removed. The antiderivative −2 cos(x/2) gives the integral 4 and the mean 2/π.

```lean
/-- The exact mean of `|sin (x/2)|` over a period is `2/π`. -/
theorem cellMean_kink : cellMean kink = 2 / π := by
  have hcongr : Set.EqOn kink (fun x => sin (x / 2)) (Set.uIcc 0 (2 * π)) := by
    intro x hx
    rw [Set.uIcc_of_le (by positivity)] at hx
    exact abs_of_nonneg (sin_nonneg_of_nonneg_of_le_pi (by linarith [hx.1]) (by linarith [hx.2]))
  have hF : ∀ x : ℝ, HasDerivAt (fun y => -2 * cos (y / 2)) (sin (x / 2)) x := fun x =>
    (((hasDerivAt_id' x).div_const 2).cos.const_mul (-2)).congr_deriv (by ring)
  have hc : Continuous (fun x : ℝ => sin (x / 2)) := by fun_prop
  have e : 2 * π / 2 = π := by ring
  rw [cellMean, intervalIntegral.integral_congr hcongr,
    intervalIntegral.integral_eq_sub_of_hasDerivAt (fun x _ => hF x) (hc.intervalIntegrable _ _),
    e, cos_pi, zero_div, cos_zero, div_eq_div_iff (by positivity) (by positivity)]
  ring
```

## The kinked function on the grid

Let a = π/(2N). The grid values are sin(2aj), and

2 sin a sin(2aj) = cos((2j − 1)a) − cos((2j + 1)a).

The sum over j telescopes to cos a − cos((2N − 1)a) = cos a − cos(π − a) = 2 cos a. Therefore

N sin a · A_N = cos a.

The telescoping is the induction `tel`.

```lean
/-- The `N`-point average of `|sin (x/2)|`, times `N sin(π/(2N))`, is `cos(π/(2N))`. -/
theorem gridAverage_kink {N : ℕ} (hN : 0 < N) :
    N * sin (π / (2 * N)) * gridAverage kink N = cos (π / (2 * N)) := by
  have hN' : (0 : ℝ) < N := by exact_mod_cast hN
  -- telescoping sum of sines
  have tel : ∀ (a : ℝ) (n : ℕ), 2 * sin a * ∑ j ∈ Finset.range n, sin (2 * a * j)
      = cos a - cos ((2 * n - 1) * a) := by
    intro a n
    induction n with
    | zero => simp
    | succ n ih =>
      have e1 : (2 * (n : ℝ) - 1) * a = 2 * a * n - a := by ring
      have e2 : (2 * ((n + 1 : ℕ) : ℝ) - 1) * a = 2 * a * n + a := by push_cast; ring
      rw [Finset.sum_range_succ, mul_add, ih, e1, e2, cos_sub, cos_add]
      ring
  have hsum : ∀ j ∈ Finset.range N,
      kink (2 * π * j / N) = sin (2 * (π / (2 * N)) * j) := by
    intro j hj
    have h1 : (j : ℝ) / N ≤ 1 :=
      (div_le_one hN').2 (by exact_mod_cast (Finset.mem_range.1 hj).le)
    have e1 : 2 * π * j / N / 2 = π * (j / N) := by ring
    have e2 : 2 * (π / (2 * N)) * j = π * (j / N) := by ring
    rw [kink, e1, e2]
    exact abs_of_nonneg (sin_nonneg_of_nonneg_of_le_pi (by positivity)
      (mul_le_of_le_one_right pi_pos.le h1))
  have ht := tel (π / (2 * N)) N
  have e : (2 * (N : ℝ) - 1) * (π / (2 * N)) = π - π / (2 * N) := by
    field_simp
  rw [e, cos_pi_sub] at ht
  rw [gridAverage, Finset.sum_congr rfl hsum, mul_comm (N : ℝ), mul_assoc,
    mul_div_cancel₀ _ hN'.ne']
  linarith
```

For the limit, expand at small x > 0:

sin x − x cos x = (x − x³/6) − x(1 − x²/2) + O(x⁴) = x³/3 + O(x⁴).

Mathlib's bounds on the Taylor remainders show that (sin x − x cos x)/x³ differs from 1/3 by at most x for 0 < x < 1, and `squeeze_zero'` finishes the argument.

```lean
/-- As `x` tends to `0` from above, `(sin x - x cos x)/x³` tends to `1/3`. -/
lemma tendsto_sin_sub : Tendsto (fun x : ℝ => (sin x - x * cos x) / x ^ 3)
    (𝓝[>] 0) (𝓝 (1 / 3)) := by
  rw [tendsto_iff_norm_sub_tendsto_zero]
  refine squeeze_zero' (g := fun x => x) (Eventually.of_forall fun _ => norm_nonneg _) ?_
    (tendsto_id.mono_left nhdsWithin_le_nhds)
  filter_upwards [Ioo_mem_nhdsGT (zero_lt_one' ℝ)] with x hx
  obtain ⟨h0, h1⟩ := hx
  have ha : |x| = x := abs_of_pos h0
  have hs := abs_le.1 (Real.sin_bound (ha.le.trans h1.le))
  have hc := abs_le.1 (Real.cos_bound (ha.le.trans h1.le))
  rw [ha] at hs hc
  have c1 := mul_le_mul_of_nonneg_left hc.1 h0.le
  have c2 := mul_le_mul_of_nonneg_left hc.2 h0.le
  have h5 : x * x ^ 4 ≤ x ^ 4 := mul_le_of_le_one_left (by positivity) h1.le
  have e : (sin x - x * cos x) / x ^ 3 - 1 / 3
      = (sin x - x * cos x - x ^ 3 / 3) / x ^ 3 := by
    field_simp
  rw [e, Real.norm_eq_abs, abs_div, abs_of_pos (pow_pos h0 3), div_le_iff₀ (pow_pos h0 3), abs_le]
  constructor <;> nlinarith [pow_pos h0 4, pow_pos h0 5]
```

With x = π/(2N), so that N = π/(2x), the scaled deficit is

N²(2/π − cos x/(N sin x)) = (π/2) · [(sin x − x cos x)/x³] / [sin x/x].

The brackets tend to 1/3 and 1, so the limit is π/6. The identity is `alg` in the proof.

```lean
/-- `N²` times the deficit of the grid average of `|sin (x/2)|` tends to `π/6`. -/
theorem kink_deficit_limit :
    Tendsto (fun N : ℕ => (N : ℝ) ^ 2 * (cellMean kink - gridAverage kink N))
      atTop (𝓝 (π / 6)) := by
  have hsin : Tendsto (fun x : ℝ => sin x / x) (𝓝[>] 0) (𝓝 1) := by
    have h := hasDerivAt_iff_tendsto_slope.1 (hasDerivAt_sin 0)
    rw [cos_zero] at h
    exact (h.congr (fun x => by simp [slope_def_field])).mono_left
      (nhdsWithin_mono _ (fun x (hx : 0 < x) => hx.ne'))
  have hx : Tendsto (fun N : ℕ => π / (2 * (N : ℝ))) atTop (𝓝[>] 0) := by
    refine tendsto_nhdsWithin_iff.2 ⟨?_, ?_⟩
    · exact (tendsto_const_div_atTop_nhds_zero_nat (π / 2)).congr (fun N => by rw [div_div])
    · filter_upwards [eventually_gt_atTop 0] with N hN
      have : (0 : ℝ) < N := by exact_mod_cast hN
      exact Set.mem_Ioi.2 (by positivity)
  have hlim := ((tendsto_sin_sub.div hsin one_ne_zero).comp hx).const_mul (π / 2)
  have e : π / 2 * (1 / 3 / 1) = π / 6 := by ring
  rw [e] at hlim
  refine hlim.congr' ?_
  filter_upwards [eventually_gt_atTop 0] with N hN
  have hN' : (1 : ℝ) ≤ N := by exact_mod_cast hN
  have hN0 : (0 : ℝ) < N := by linarith
  have hx0 : 0 < π / (2 * (N : ℝ)) := by positivity
  have hxpi : π / (2 * (N : ℝ)) < π := div_lt_self pi_pos (by linarith)
  have hs := (sin_pos_of_pos_of_lt_pi hx0 hxpi).ne'
  have hg : gridAverage kink N = cos (π / (2 * N)) / (N * sin (π / (2 * N))) := by
    rw [eq_div_iff (mul_ne_zero hN0.ne' hs), mul_comm]
    exact gridAverage_kink hN
  -- algebra in terms of x = π/(2N), a quarter of the grid spacing
  have alg : ∀ n x s c : ℝ, x ≠ 0 → s ≠ 0 → n = π / (2 * x) →
      π / 2 * ((s - x * c) / x ^ 3 / (s / x)) = n ^ 2 * (2 / π - c / (n * s)) := by
    intro n x s c hx hs hn
    have hpi := pi_ne_zero
    subst hn
    field_simp
  rw [cellMean_kink, hg]
  exact alg _ _ _ _ hx0.ne' hs (by field_simp)
```

## Both errors together

For the smooth kernel, N^p r^N → 0 for every natural number p, while 1 − r^N → 1. The error therefore vanishes faster than any power of 1/N.

```lean
/-- For the analytic kernel, the grid error times any fixed power of `N` tends to zero. -/
theorem smoothKernel_error_limit {r : ℝ} (hr : |r| < 1) (p : ℕ) :
    Tendsto (fun N : ℕ => (N : ℝ) ^ p *
      (gridAverage (smoothKernel r) N - cellMean (smoothKernel r))) atTop (𝓝 0) := by
  have h1 := (tendsto_pow_const_mul_const_pow_of_abs_lt_one p hr).const_mul 2
  have h2 := (tendsto_pow_atTop_nhds_zero_of_abs_lt_one hr).const_sub 1
  have h := h1.div h2 (by norm_num)
  rw [mul_zero, zero_div] at h
  refine h.congr' ?_
  filter_upwards [eventually_gt_atTop 0] with N hN
  rw [gridAverage_smoothKernel hr hN, cellMean_smoothKernel hr]
  simp only [Pi.div_apply]
  ring
```

The final theorem assumes only |r| < 1. For every N ≥ 1 it gives the kernel's error as 2r^N/(1 − r^N) and the kinked average as cot(π/(2N))/N; the `Tendsto` clause says that N² times the deficit from 2/π tends to π/6. The kernel's error is positive for 0 < r < 1, and negative for negative r and odd N. At N = 1 the only grid point is the kink, and the kinked average is 0. The theorem concerns these two functions in one dimension, not smooth or kinked integrands in general.

```lean
/-- On `N` equally spaced points the analytic kernel has grid error `2r^N/(1 - r^N)`, and
`|sin (x/2)|` has average `cot(π/(2N))/N`, whose deficit from `2/π` times `N²` tends to `π/6`. -/
theorem grid_error_smooth_versus_kink {r : ℝ} (hr : |r| < 1) :
    (∀ N : ℕ, 0 < N →
      gridAverage (smoothKernel r) N - cellMean (smoothKernel r) = 2 * r ^ N / (1 - r ^ N) ∧
      gridAverage kink N = cot (π / (2 * N)) / N) ∧
    Tendsto (fun N : ℕ => (N : ℝ) ^ 2 * (2 / π - gridAverage kink N)) atTop (𝓝 (π / 6)) := by
  refine ⟨fun N hN => ⟨?_, ?_⟩, ?_⟩
  · rw [gridAverage_smoothKernel hr hN, cellMean_smoothKernel hr]
    ring
  · have hN' : (1 : ℝ) ≤ N := by exact_mod_cast hN
    have hN0 : (0 : ℝ) < N := by linarith
    have hs := (sin_pos_of_pos_of_lt_pi (x := π / (2 * (N : ℝ))) (by positivity)
      (div_lt_self pi_pos (by linarith))).ne'
    rw [Real.cot_eq_cos_div_sin, div_div, eq_div_iff (mul_ne_zero hs hN0.ne'),
      ← gridAverage_kink hN]
    ring
  · simpa only [cellMean_kink] using kink_deficit_limit

end

end PeriodicGridError
```

```lean
#print axioms PeriodicGridError.smoothKernel_error_limit
#print axioms PeriodicGridError.grid_error_smooth_versus_kink
```

```
'PeriodicGridError.smoothKernel_error_limit' depends on axioms: [propext, Classical.choice, Quot.sound]
'PeriodicGridError.grid_error_smooth_versus_kink' depends on axioms: [propext, Classical.choice, Quot.sound]
```

## A grid shifted by half a spacing

The average could also have been defined on the points 2π(j + 1/2)/N, which avoid x = 0. A separate calculation, which the Lean file does not contain, then gives −2r^N/(1 + r^N) for the kernel's error and 1/(N sin(π/(2N))) for the kinked average. The latter lies above 2/π, by approximately π/(12N²) for large N. The shift thus reverses the sign of the kinked error and halves its leading size, but leaves the order 1/N² as it was.
